# Pinning of pure three-qubit states: with diagonal reduced matrices and outcome-1 probabilities p₃ = p₁ + p₂ < 1/2, only 000, 101 and 011 remain

## Occupation numbers that no pure state has

Take three electrons in six spin orbitals and ask for the natural occupation numbers 0.9, 0.9, 0.6, 0.4, 0.1, 0.1. They add up to 3 and each lies between 0 and 1, so the Pauli principle raises no objection. Still, no pure three-electron state has them. An energy minimisation over one-body density matrices that enforces only the Pauli bounds can therefore stop at a point that belongs to an ensemble and to no wave function.

The missing condition is that the fourth largest occupation number is at most the sum of the two smallest. It also says something about the wave function itself. When the occupation numbers meet it with equality and the fourth largest is below 1/2, an expansion in a suitable basis of natural orbitals contains at most three determinants. Someone who expands in that basis without knowing this carries amplitudes that must vanish.

## From six orbitals to three qubits

Order the occupation numbers as n₁ ≥ n₂ ≥ … ≥ n₆ and pair the natural orbitals as (1,6), (2,5), (3,4). In a suitable natural-orbital basis, a pure state of three electrons in six spin orbitals has exactly one electron in each pair. Each pair is then a qubit, with outcome 0 for the more occupied orbital and outcome 1 for the other. The probabilities of outcome 1 are

p₁ = n₆, p₂ = n₅, p₃ = n₄.

The configurations 000, 101 and 011 are the determinants built from orbitals {1,2,3}, {2,4,6} and {1,4,5}.

This reduction is the step between the theorems below and real electrons, and it is taken here as known. The theorems concern three qubits. They contain the inequality and the pinning statement associated with Borland and Dennis in that setting, but neither the pairing of the orbitals nor the question of which occupation numbers can be realised.

## The bound on the weight outside three configurations

Let ψᵢⱼₖ be the amplitudes of a unit three-qubit vector, with i, j, k ∈ {0,1}, and write wᵢⱼₖ = |ψᵢⱼₖ|². Let W be the weight outside 000, 101 and 011:

W = w₀₀₁ + w₁₀₀ + w₀₁₀ + w₁₁₀ + w₁₁₁.

If the reduced matrix of the third qubit is diagonal, then

(1 − 2p₃) W ≤ p₁ + p₂ − p₃.

Two consequences follow. If p₃ ≤ 1/2, the left side is non-negative, so p₃ ≤ p₁ + p₂. This is the polygon inequality for the third qubit, and the occupation numbers at the start violate it, since 0.4 > 0.1 + 0.1. If p₃ < 1/2 and p₃ = p₁ + p₂, the right side is zero while the factor 1 − 2p₃ is positive, so W = 0. This is pinning.

The bound also handles approximate equality, often called quasipinning: for p₃ < 1/2, a small gap p₁ + p₂ − p₃ forces W to be at most that gap divided by 1 − 2p₃.

## Derivation from one vanishing coherence

The off-diagonal element of the third reduced matrix is zero. Written out, with a bar for complex conjugation,

ψ₀₀₀ψ̄₀₀₁ + ψ₁₀₀ψ̄₁₀₁ + ψ₀₁₀ψ̄₀₁₁ + ψ₁₁₀ψ̄₁₁₁ = 0.

Move the last three terms to the other side, take moduli, and apply the triangle and Cauchy-Schwarz inequalities. With

S = w₁₀₀ + w₀₁₀ + w₁₁₀ and T = w₁₀₁ + w₀₁₁ + w₁₁₁,

the result is

w₀₀₀ w₀₀₁ ≤ S T.

The probabilities of outcome 1 are

p₁ = w₁₀₀ + w₁₀₁ + w₁₁₀ + w₁₁₁,
p₂ = w₀₁₀ + w₀₁₁ + w₁₁₀ + w₁₁₁,
p₃ = w₀₀₁ + T.

In p₁ + p₂ − p₃ the weights w₁₀₁ and w₀₁₁ cancel, which leaves

p₁ + p₂ − p₃ = S + w₁₁₀ + w₁₁₁ − w₀₀₁.

Since W = w₀₀₁ + S + w₁₁₁, subtraction gives

p₁ + p₂ − p₃ − (1 − 2p₃)W = 2p₃S − 2(1 − p₃)w₀₀₁ + w₁₁₀ + 2p₃w₁₁₁.

Now insert p₃ = w₀₀₁ + T and, from normalisation, 1 − p₃ = w₀₀₀ + S. The products S w₀₀₁ cancel:

p₁ + p₂ − p₃ − (1 − 2p₃)W = 2(S T − w₀₀₀w₀₀₁) + w₁₁₀ + 2p₃w₁₁₁.

Every term on the right is non-negative, the first by the Cauchy-Schwarz bound. This proves the inequality.

For the converse, suppose that only 000, 101 and 011 occur. Any two of these configurations differ in two qubits, so no one-qubit coherence can connect them and all three reduced matrices are diagonal. Moreover p₁ = w₁₀₁, p₂ = w₀₁₁ and p₃ = w₁₀₁ + w₀₁₁, so p₃ = p₁ + p₂.

## A state close to the boundary, in numbers

Let w₀₀₀ = 0.70, w₁₀₁ = 0.10, w₀₁₁ = 0.18 and w₁₁₀ = 0.02, with all other weights zero. Any two of these configurations differ in two qubits, so the reduced matrices are diagonal. The probabilities are

p₁ = 0.12, p₂ = 0.20, p₃ = 0.28.

The gap is p₁ + p₂ − p₃ = 0.04 and 1 − 2p₃ = 0.44. From the probabilities alone, W ≤ 0.04/0.44 ≈ 0.091; the actual value is W = 0.02. The identity above can be checked as well: its left side is 0.04 − 0.44 · 0.02 = 0.0312, and its right side is 2 · 0.02 · 0.28 + 0.02 = 0.0312.

## How the Lean statements read

A vector is a function `ψ : Amplitudes`, and `ψ i j k` is the amplitude ψᵢⱼₖ. Qubits are numbered 1 to 3, while their outcomes are 0 and 1. `IsNormalized` says that the squared moduli sum to one.

The matrices `rho1`, `rho2` and `rho3` are explicit partial traces, with the row index on the unconjugated amplitude. `prob` takes the real part of the entry in row 1, column 1, which is the probability of outcome 1 in the chosen basis. It is an eigenvalue, and hence a natural occupation number, when the matrix is diagonal. `IsDiag` states that the off-diagonal entries vanish, and `leakage` is W.

`quasipinning` is the bound on W, `polygon_inequality` its first consequence and `pinning` the second. All three assume normalisation and a diagonal third matrix; `polygon_inequality` adds p₃ ≤ 1/2, and `pinning` adds p₃ < 1/2 and p₃ = p₁ + p₂. The other two matrices may have coherences, and no separate upper bound on p₁ or p₂ is assumed. For the orbital picture one takes all three diagonal, which amounts to working in natural orbitals.

`pinned_of_support` is the converse. It doesn't ask for normalisation; for a nonzero vector of another length, the quantities called `prob` become probabilities after division by the squared norm.

`pinning_fails_at_half` shows that `pinning` becomes false if p₃ < 1/2 is weakened to p₃ ≤ 1/2. Its example is the unit vector

(|000⟩ + |001⟩ + |100⟩ − |101⟩)/2,

with p₁ = p₃ = 1/2, p₂ = 0 and all reduced matrices diagonal. Equality holds, yet the amplitude of 001 is 1/2. At p₃ = 1/2 the two orbitals of the third pair are equally occupied, and the factor in front of W is zero.

Together with the reduction to qubits, the result gives density-matrix functional theory for pure states a constraint on the occupation numbers of three electrons in six spin orbitals. For a wave function of the same system that meets the constraint with equality and has n₄ < 1/2, it also tells which determinants can be discarded in the suitable natural-orbital basis.

## The complete file

```lean
import Mathlib

open ComplexConjugate

namespace BorlandDennisPinning

noncomputable section

/-- The amplitudes of a three-qubit vector in the product basis. -/
abbrev Amplitudes := Fin 2 → Fin 2 → Fin 2 → ℂ

/-- The squared moduli of the amplitudes sum to one. -/
def IsNormalized (ψ : Amplitudes) : Prop :=
  ∑ i, ∑ j, ∑ k, ‖ψ i j k‖ ^ 2 = 1

/-- The reduced matrix of the first qubit: the other two are traced out. -/
def rho1 (ψ : Amplitudes) : Matrix (Fin 2) (Fin 2) ℂ :=
  Matrix.of fun a b => ∑ j, ∑ k, ψ a j k * conj (ψ b j k)

/-- The reduced matrix of the second qubit: the other two are traced out. -/
def rho2 (ψ : Amplitudes) : Matrix (Fin 2) (Fin 2) ℂ :=
  Matrix.of fun a b => ∑ i, ∑ k, ψ i a k * conj (ψ i b k)

/-- The reduced matrix of the third qubit: the other two are traced out. -/
def rho3 (ψ : Amplitudes) : Matrix (Fin 2) (Fin 2) ℂ :=
  Matrix.of fun a b => ∑ i, ∑ j, ψ i j a * conj (ψ i j b)

/-- The probability of outcome 1 read off from a one-qubit reduced matrix. -/
def prob (ρ : Matrix (Fin 2) (Fin 2) ℂ) : ℝ := (ρ 1 1).re

/-- The total weight of a vector outside the configurations 000, 101 and 011. -/
def leakage (ψ : Amplitudes) : ℝ :=
  ‖ψ 0 0 1‖ ^ 2 + ‖ψ 1 0 0‖ ^ 2 + ‖ψ 0 1 0‖ ^ 2 + ‖ψ 1 1 0‖ ^ 2 + ‖ψ 1 1 1‖ ^ 2

/-- For each qubit, the probability of outcome 1 is the sum of the squared moduli of
all amplitudes in which that qubit is 1. -/
theorem prob_eq_sum (ψ : Amplitudes) :
    prob (rho1 ψ) = ∑ j, ∑ k, ‖ψ 1 j k‖ ^ 2 ∧
    prob (rho2 ψ) = ∑ i, ∑ k, ‖ψ i 1 k‖ ^ 2 ∧
    prob (rho3 ψ) = ∑ i, ∑ j, ‖ψ i j 1‖ ^ 2 := by
  refine ⟨?_, ?_, ?_⟩ <;>
    simp only [prob, rho1, rho2, rho3, Matrix.of_apply, Fin.sum_univ_two, Complex.add_re,
      Complex.mul_conj, Complex.ofReal_re, Complex.normSq_eq_norm_sq]

/-- If `a * conj b + c * conj g + d * conj h + e * conj f = 0` for complex numbers, then `‖a‖² ‖b‖²`
is at most `(‖c‖² + ‖d‖² + ‖e‖²) (‖g‖² + ‖h‖² + ‖f‖²)`. -/
theorem coherence_bound (a b c d e f g h : ℂ)
    (h0 : a * conj b + c * conj g + d * conj h + e * conj f = 0) :
    ‖a‖ ^ 2 * ‖b‖ ^ 2 ≤
      (‖c‖ ^ 2 + ‖d‖ ^ 2 + ‖e‖ ^ 2) * (‖g‖ ^ 2 + ‖h‖ ^ 2 + ‖f‖ ^ 2) := by
  have h1 : a * conj b = -(c * conj g + d * conj h + e * conj f) := by
    linear_combination h0
  -- triangle inequality
  have h2 : ‖a‖ * ‖b‖ ≤ ‖c‖ * ‖g‖ + ‖d‖ * ‖h‖ + ‖e‖ * ‖f‖ := by
    calc ‖a‖ * ‖b‖ = ‖a * conj b‖ := by rw [norm_mul, RCLike.norm_conj]
      _ = ‖c * conj g + d * conj h + e * conj f‖ := by rw [h1, norm_neg]
      _ ≤ ‖c * conj g‖ + ‖d * conj h‖ + ‖e * conj f‖ :=
          (norm_add_le _ _).trans (add_le_add (norm_add_le _ _) le_rfl)
      _ = _ := by simp only [norm_mul, RCLike.norm_conj]
  have h3 := pow_le_pow_left₀ (by positivity) h2 2
  -- Lagrange's identity supplies the missing squares
  nlinarith [h3, sq_nonneg (‖c‖ * ‖h‖ - ‖d‖ * ‖g‖),
    sq_nonneg (‖c‖ * ‖f‖ - ‖e‖ * ‖g‖), sq_nonneg (‖d‖ * ‖f‖ - ‖e‖ * ‖h‖)]

/-- Stability of pinning: for a unit vector whose third reduced matrix is diagonal, the
weight outside 000, 101 and 011, times `1 - 2 p₃`, is at most `p₁ + p₂ - p₃`. -/
theorem quasipinning (ψ : Amplitudes) (hn : IsNormalized ψ) (hd : (rho3 ψ).IsDiag) :
    (1 - 2 * prob (rho3 ψ)) * leakage ψ ≤
      prob (rho1 ψ) + prob (rho2 ψ) - prob (rho3 ψ) := by
  have hoff : rho3 ψ 0 1 = 0 := hd (by decide)
  simp only [rho3, Matrix.of_apply, Fin.sum_univ_two] at hoff
  have hc := coherence_bound (ψ 0 0 0) (ψ 0 0 1) (ψ 1 0 0) (ψ 0 1 0) (ψ 1 1 0)
    (ψ 1 1 1) (ψ 1 0 1) (ψ 0 1 1) (by linear_combination hoff)
  obtain ⟨e1, e2, e3⟩ := prob_eq_sum ψ
  rw [e1, e2, e3]
  simp only [IsNormalized, Fin.sum_univ_two] at hn
  simp only [leakage, Fin.sum_univ_two]
  -- eliminate the weight of 000 by normalization
  have hA : ‖ψ 0 0 0‖ ^ 2 = 1 - (‖ψ 0 0 1‖ ^ 2 + ‖ψ 0 1 0‖ ^ 2 + ‖ψ 0 1 1‖ ^ 2
      + ‖ψ 1 0 0‖ ^ 2 + ‖ψ 1 0 1‖ ^ 2 + ‖ψ 1 1 0‖ ^ 2 + ‖ψ 1 1 1‖ ^ 2) := by
    linarith
  rw [hA] at hc
  have hF : 0 ≤ (‖ψ 0 0 1‖ ^ 2 + ‖ψ 1 0 1‖ ^ 2 + ‖ψ 0 1 1‖ ^ 2 + ‖ψ 1 1 1‖ ^ 2)
      * ‖ψ 1 1 1‖ ^ 2 := by positivity
  nlinarith [hc, hF, sq_nonneg ‖ψ 1 1 0‖]

/-- Polygon inequality: for a unit vector whose third reduced matrix is diagonal with
`p₃ ≤ 1/2`, one has `p₃ ≤ p₁ + p₂`. -/
theorem polygon_inequality (ψ : Amplitudes) (hn : IsNormalized ψ)
    (hd : (rho3 ψ).IsDiag) (hp : prob (rho3 ψ) ≤ 1 / 2) :
    prob (rho3 ψ) ≤ prob (rho1 ψ) + prob (rho2 ψ) := by
  have hW : 0 ≤ leakage ψ := by
    unfold leakage
    positivity
  have h1 := mul_nonneg (show 0 ≤ 1 - 2 * prob (rho3 ψ) by linarith) hW
  linarith [quasipinning ψ hn hd]

/-- Borland-Dennis pinning: if a unit vector has a diagonal third reduced matrix,
`p₃ < 1/2` and `p₃ = p₁ + p₂`, then all amplitudes other than 000, 101 and 011 vanish. -/
theorem pinning (ψ : Amplitudes) (hn : IsNormalized ψ) (hd : (rho3 ψ).IsDiag)
    (hp : prob (rho3 ψ) < 1 / 2)
    (hpin : prob (rho3 ψ) = prob (rho1 ψ) + prob (rho2 ψ)) :
    ψ 0 0 1 = 0 ∧ ψ 1 0 0 = 0 ∧ ψ 0 1 0 = 0 ∧ ψ 1 1 0 = 0 ∧ ψ 1 1 1 = 0 := by
  -- on the facet the stability bound leaves no weight outside
  have hW : leakage ψ ≤ 0 := by
    by_contra hc
    have h1 := mul_pos (show 0 < 1 - 2 * prob (rho3 ψ) by linarith) (not_le.mp hc)
    linarith [quasipinning ψ hn hd]
  have key : ∀ z : ℂ, ‖z‖ ^ 2 ≤ 0 → z = 0 := fun z hz =>
    norm_eq_zero.mp ((pow_eq_zero_iff two_ne_zero).mp (le_antisymm hz (sq_nonneg _)))
  unfold leakage at hW
  refine ⟨key _ ?_, key _ ?_, key _ ?_, key _ ?_, key _ ?_⟩ <;>
    linarith [sq_nonneg ‖ψ 0 0 1‖, sq_nonneg ‖ψ 1 0 0‖, sq_nonneg ‖ψ 0 1 0‖,
      sq_nonneg ‖ψ 1 1 0‖, sq_nonneg ‖ψ 1 1 1‖]

/-- Converse: a vector with no amplitudes other than 000, 101 and 011 has three diagonal
one-qubit reduced matrices, and `p₃ = p₁ + p₂`. -/
theorem pinned_of_support (ψ : Amplitudes) (h1 : ψ 0 0 1 = 0) (h2 : ψ 1 0 0 = 0)
    (h3 : ψ 0 1 0 = 0) (h4 : ψ 1 1 0 = 0) (h5 : ψ 1 1 1 = 0) :
    (rho1 ψ).IsDiag ∧ (rho2 ψ).IsDiag ∧ (rho3 ψ).IsDiag ∧
      prob (rho3 ψ) = prob (rho1 ψ) + prob (rho2 ψ) := by
  refine ⟨?_, ?_, ?_, ?_⟩
  iterate 3
    · intro i j hij
      fin_cases i <;> fin_cases j <;>
        simp [rho1, rho2, rho3, Fin.sum_univ_two, h1, h2, h3, h4, h5] at hij ⊢
  · obtain ⟨e1, e2, e3⟩ := prob_eq_sum ψ
    rw [e1, e2, e3]
    simp [Fin.sum_univ_two, h1, h2, h3, h4, h5]
    ring

/-- The vector with amplitudes 1/2 on 000, 001 and 100, and -1/2 on 101. -/
def boundaryState : Amplitudes := fun i j k =>
  if j = 0 then (if i = 1 ∧ k = 1 then -1 / 2 else 1 / 2) else 0

/-- Sharpness: `boundaryState` is a unit vector with diagonal reduced matrices,
`p₁ = p₃ = 1/2` and `p₂ = 0`, yet its amplitude 001 does not vanish. -/
theorem pinning_fails_at_half :
    IsNormalized boundaryState ∧ (rho1 boundaryState).IsDiag ∧
      (rho2 boundaryState).IsDiag ∧ (rho3 boundaryState).IsDiag ∧
      prob (rho1 boundaryState) = 1 / 2 ∧ prob (rho2 boundaryState) = 0 ∧
      prob (rho3 boundaryState) = 1 / 2 ∧ boundaryState 0 0 1 ≠ 0 := by
  obtain ⟨e1, e2, e3⟩ := prob_eq_sum boundaryState
  rw [e1, e2, e3]
  refine ⟨?_, ?_, ?_, ?_, ?_, ?_, ?_, ?_⟩
  · norm_num [IsNormalized, boundaryState, Fin.sum_univ_two]
  iterate 3
    · intro i j hij
      fin_cases i <;> fin_cases j <;> simp at hij <;>
        norm_num [rho1, rho2, rho3, boundaryState, Fin.sum_univ_two]
  all_goals norm_num [boundaryState, Fin.sum_univ_two]

end

end BorlandDennisPinning
```

```lean
#print axioms BorlandDennisPinning.polygon_inequality
#print axioms BorlandDennisPinning.pinning
#print axioms BorlandDennisPinning.pinned_of_support
#print axioms BorlandDennisPinning.pinning_fails_at_half
```

```
'BorlandDennisPinning.polygon_inequality' depends on axioms: [propext, Classical.choice, Quot.sound]
'BorlandDennisPinning.pinning' depends on axioms: [propext, Classical.choice, Quot.sound]
'BorlandDennisPinning.pinned_of_support' depends on axioms: [propext, Classical.choice, Quot.sound]
'BorlandDennisPinning.pinning_fails_at_half' depends on axioms: [propext, Classical.choice, Quot.sound]
```

## From the coherence to the stability bound

`prob_eq_sum` turns the matrix entries into sums of squared moduli, using that a complex number times its conjugate is its squared modulus. This supplies the formulas for p₁, p₂ and p₃.

`coherence_bound` is the Cauchy-Schwarz step for eight arbitrary complex numbers. Its letters are local: `c` is paired with `g`, `d` with `h`, and `e` with `f`. The step `h1` isolates the first product, and the `calc` block applies the triangle inequality. The squared inequality `h3` is given to `nlinarith` together with the non-negativity of three squares. By Lagrange's identity, these squares add up to the difference between the product of the two sums and the square of ‖c‖‖g‖ + ‖d‖‖h‖ + ‖e‖‖f‖.

In `quasipinning`, `hoff` extracts the vanishing off-diagonal entry, and `hc` is the bound w₀₀₀w₀₀₁ ≤ S T for the actual amplitudes. `hA` solves the normalisation condition for w₀₀₀, which is then replaced in `hc`. The term `hF` records p₃w₁₁₁ ≥ 0. The last `nlinarith` call needs what the final identity of the derivation shows: twice `hc`, twice `hF`, and the non-negative weight w₁₁₀ add up to the claim.

## From the bound to vanishing amplitudes

`polygon_inequality` multiplies two non-negative numbers, 1 − 2p₃ and W, and compares the product with the stability bound.

`pinning` first shows W ≤ 0 by contradiction: if W were positive, its product with 1 − 2p₃ would be positive too, while the bound and the equality p₃ = p₁ + p₂ make it at most zero. Because W is a sum of five squares, each of them is then at most zero. The local statement `key` converts this into the vanishing of the amplitude itself, once for each of the five configurations.

The converse and the example are finite checks. For the diagonal claims, `fin_cases` runs through the matrix entries and simplification evaluates each off-diagonal sum. The probabilities are again computed through `prob_eq_sum`.
